# Averaging a one-sidedly coupled two-level matrix with its adjoint pushes both of its real levels outward

An ultrasoft pseudopotential can be generated from several reference energies $\varepsilon_i$ in the same angular-momentum channel. Without an overlap operator, the nonlocal potential that reproduces these energies has a matrix $B_{ij}$ between the pseudo reference states that is not Hermitian in general. Its failure to be Hermitian is tied to the norms:

$$B_{ij}-\overline{B_{ji}}=(\varepsilon_i-\varepsilon_j)\,Q_{ij},$$

where $Q_{ij}$ is the all-electron overlap of reference states $i$ and $j$ inside the cutoff radius minus the corresponding pseudo overlap. Generalized norm conservation is the condition $Q_{ij}=0$. If it fails, one might replace the matrix by its Hermitian average and carry on. What happens to the reference energies?

The kinetic energy and the local potential are Hermitian, so averaging the nonlocal potential with its adjoint averages the whole Hamiltonian. A two-level model shows what can happen. Let the Hamiltonian have, in an orthonormal basis, the matrix

$$M=\begin{pmatrix}a&b\\0&d\end{pmatrix},\qquad a,d\in\mathbb R,\quad b\in\mathbb C,$$

with $a$ and $d$ in the role of the reference energies and $b$ as a coupling that acts in one direction only. For $b\neq0$, averaging $M$ with its adjoint moves one level strictly below both reference energies and the other strictly above both. If $b$ has the form $(a-d)s$, as in the relation for $B$, an overlap matrix built from $s$ gives a Hermitian problem with the levels $a$ and $d$ intact.

In Lean 4 with Mathlib:

```lean
import Mathlib

open Matrix

namespace UltrasoftSymmetrization

noncomputable section
```

## Levels, the model matrix and its Hermitian average

A level of a $2\times2$ complex matrix $A$ is a number $\mu$ for which $Av=\mu v$ has a solution $v\neq0$.

```lean
/-- The number `μ` is a level of the matrix `A` if `A v = μ v` for some nonzero vector `v`. -/
def IsLevel (A : Matrix (Fin 2) (Fin 2) ℂ) (μ : ℂ) : Prop :=
  ∃ v : Fin 2 → ℂ, v ≠ 0 ∧ A *ᵥ v = μ • v
```

Here `*ᵥ` is matrix times vector, and `Fin 2` labels the components 0 and 1. The number $\mu$ may be complex, since a non-Hermitian matrix has no guarantee of real levels. Multiplicity is not recorded.

The model matrix has $M_{00}=a$, $M_{01}=b$, $M_{10}=0$ and $M_{11}=d$.

```lean
/-- The model matrix with real diagonal entries `a`, `d` and a one-sided complex coupling `b`. -/
def model (a d : ℝ) (b : ℂ) : Matrix (Fin 2) (Fin 2) ℂ :=
  !![(a : ℂ), b; 0, (d : ℂ)]
```

Symmetrizing by hand means forming $H=\tfrac12(M+M^\dagger)$. For real $b$ this is $\tfrac12(M+M^{T})$.

```lean
/-- Symmetrization by hand: the average of a matrix and its conjugate transpose. -/
def hermPart (A : Matrix (Fin 2) (Fin 2) ℂ) : Matrix (Fin 2) (Fin 2) ℂ :=
  (1 / 2 : ℂ) • (A + Aᴴ)
```

The levels of $H$ will be written with the splitting

$$R=\sqrt{(a-d)^2+|b|^2}.$$

```lean
/-- The splitting `√((a - d)² + |b|²)`. -/
def splitting (a d : ℝ) (b : ℂ) : ℝ := √((a - d) ^ 2 + ‖b‖ ^ 2)
```

The lower candidate is $\lambda_-=\tfrac12(a+d)-\tfrac12R$.

```lean
/-- The mean of `a` and `d` minus half the splitting. -/
def lowerLevel (a d : ℝ) (b : ℂ) : ℝ := (a + d) / 2 - splitting a d b / 2
```

The upper candidate is $\lambda_+=\tfrac12(a+d)+\tfrac12R$.

```lean
/-- The mean of `a` and `d` plus half the splitting. -/
def upperLevel (a d : ℝ) (b : ℂ) : ℝ := (a + d) / 2 + splitting a d b / 2
```

All three are real numbers by definition. That they are levels of anything remains to be shown.

For the alternative to averaging we need an overlap matrix with off-diagonal element $s$:

$$S=\begin{pmatrix}1&s\\ \bar s&1+|s|^2\end{pmatrix}.$$

The lower diagonal element is chosen with the eigenvectors of $M$ in mind. When $b=(a-d)s$, the vectors $(1,0)$ and $(-s,1)$ satisfy $Mv=av$ and $Mv=dv$ respectively, and they are orthonormal in the inner product $x^\dagger Sy$.

```lean
/-- The overlap matrix with off-diagonal element `s` and diagonal elements `1` and `1 + |s|²`. -/
def overlap (s : ℂ) : Matrix (Fin 2) (Fin 2) ℂ :=
  !![1, s; star s, 1 + star s * s]
```

## The secular equation

The equation $(A-\mu)v=0$ has a nonzero solution exactly when $\det(A-\mu)=0$. For a $2\times2$ matrix this reads

$$(A_{00}-\mu)(A_{11}-\mu)=A_{01}A_{10}.$$

```lean
/-- The levels of a two-by-two matrix are the solutions of its secular equation. -/
theorem isLevel_iff (A : Matrix (Fin 2) (Fin 2) ℂ) (μ : ℂ) :
    IsLevel A μ ↔ (A 0 0 - μ) * (A 1 1 - μ) = A 0 1 * A 1 0 := by
  have h := Matrix.exists_mulVec_eq_zero_iff
    (M := A - μ • (1 : Matrix (Fin 2) (Fin 2) ℂ))
  rw [Matrix.det_fin_two] at h
  simp only [Matrix.sub_mulVec, Matrix.smul_mulVec, Matrix.one_mulVec, sub_eq_zero] at h
  unfold IsLevel
  rw [h]
  simp
```

The determinant criterion is Mathlib's `Matrix.exists_mulVec_eq_zero_iff`, applied to $A-\mu$, and `Matrix.det_fin_two` expands the determinant. The `simp only` step turns $(A-\mu)v=0$ back into $Av=\mu v$.

## The model matrix has the levels $a$ and $d$

Since $M_{10}=0$, the right-hand side of the secular equation vanishes:

$$(a-\mu)(d-\mu)=0,$$

so $\mu=a$ or $\mu=d$, whatever the value of $b$.

```lean
/-- The levels of the model matrix are exactly its diagonal entries `a` and `d`. -/
theorem model_levels (a d : ℝ) (b μ : ℂ) :
    IsLevel (model a d b) μ ↔ μ = a ∨ μ = d := by
  have e : ((a : ℂ) - μ) * (d - μ) = b * 0 ↔ (μ - a) * (μ - d) = 0 := by
    constructor <;> intro h <;> linear_combination h
  rw [isLevel_iff]
  change ((a : ℂ) - μ) * (d - μ) = b * 0 ↔ _
  rw [e, mul_eq_zero, sub_eq_zero, sub_eq_zero]
```

The equivalence `e` reverses the sign of both factors, and `mul_eq_zero` splits the product. If $a=d$, the two alternatives name the same level.

## The levels after averaging

The averaged matrix is

$$H=\begin{pmatrix}a&b/2\\ \bar b/2&d\end{pmatrix},$$

and its secular equation is $(a-\mu)(d-\mu)=|b|^2/4$. The candidates $\lambda_\pm$ solve it, because

$$
\begin{aligned}
(\mu-\lambda_-)(\mu-\lambda_+)
&=\left(\mu-\tfrac{a+d}{2}\right)^2-\tfrac{R^2}{4}\\
&=\mu^2-(a+d)\mu+\tfrac{(a+d)^2-(a-d)^2-|b|^2}{4}\\
&=(a-\mu)(d-\mu)-\tfrac{|b|^2}{4}.
\end{aligned}
$$

The left side vanishes exactly at $\lambda_-$ and $\lambda_+$, so there are no other levels.

```lean
/-- The levels of the symmetrized model matrix are exactly the mean of `a` and `d` minus and
plus half the splitting. -/
theorem hermPart_levels (a d : ℝ) (b μ : ℂ) :
    IsLevel (hermPart (model a d b)) μ ↔
      μ = lowerLevel a d b ∨ μ = upperLevel a d b := by
  have hM : hermPart (model a d b) = !![(a : ℂ), b / 2; star b / 2, (d : ℂ)] := by
    ext i j
    fin_cases i <;> fin_cases j <;> simp [hermPart, model] <;> ring
  have hb : b * star b = (‖b‖ : ℂ) ^ 2 := by
    rw [← Complex.ofReal_pow, ← Complex.normSq_eq_norm_sq]
    exact Complex.mul_conj b
  have hr : (splitting a d b : ℂ) ^ 2 = ((a : ℂ) - d) ^ 2 + (‖b‖ : ℂ) ^ 2 := by
    have h : splitting a d b ^ 2 = (a - d) ^ 2 + ‖b‖ ^ 2 := Real.sq_sqrt (by positivity)
    exact_mod_cast h
  -- the secular polynomial factors over the two shifted levels
  have e : ((a : ℂ) - μ) * (d - μ) = b / 2 * (star b / 2) ↔
      (μ - lowerLevel a d b) * (μ - upperLevel a d b) = 0 := by
    simp only [lowerLevel, upperLevel]
    push_cast
    constructor <;> intro h
    · linear_combination h - hr / 4 + hb / 4
    · linear_combination h + hr / 4 - hb / 4
  rw [isLevel_iff, hM]
  change ((a : ℂ) - μ) * (d - μ) = b / 2 * (star b / 2) ↔ _
  rw [e, mul_eq_zero, sub_eq_zero, sub_eq_zero]
```

The proof collects the ingredients of this calculation by name: `hM` is the explicit form of $H$, `hb` is $b\bar b=|b|^2$, and `hr` is the square of the splitting. The equivalence `e` is the factorization, with `linear_combination` supplying the algebra in each direction.

## Both levels move outward

Let $b\neq0$. Then $R^2>(a-d)^2$, hence $R>|a-d|$, and

$$\lambda_+>\frac{a+d+|a-d|}{2}=\max(a,d),\qquad
\lambda_-<\frac{a+d-|a-d|}{2}=\min(a,d).$$

```lean
/-- For nonzero coupling `b` the model matrix has exactly the levels `a` and `d`, while its
symmetrization has exactly two levels, one strictly below both and one strictly above both. -/
theorem symmetrization_shifts_levels (a d : ℝ) (b : ℂ) (hb : b ≠ 0) :
    (∀ μ : ℂ, IsLevel (model a d b) μ ↔ μ = a ∨ μ = d) ∧
    (∀ μ : ℂ, IsLevel (hermPart (model a d b)) μ ↔
      μ = lowerLevel a d b ∨ μ = upperLevel a d b) ∧
    lowerLevel a d b < min a d ∧ max a d < upperLevel a d b := by
  -- the coupling makes the splitting exceed the distance of the reference levels
  have hg : |a - d| < splitting a d b := by
    unfold splitting
    rw [Real.lt_sqrt (abs_nonneg _), sq_abs]
    have : 0 < ‖b‖ ^ 2 := pow_pos (norm_pos_iff.mpr hb) 2
    linarith
  have h1 := le_abs_self (a - d)
  have h2 := neg_abs_le (a - d)
  refine ⟨model_levels a d b, hermPart_levels a d b, ?_, ?_⟩
  · rw [lt_min_iff]
    unfold lowerLevel
    constructor <;> linarith
  · rw [max_lt_iff]
    unfold upperLevel
    constructor <;> linarith
```

The theorem has four parts: the complete list of levels of $M$, the complete list for $H$, and the two strict inequalities. Its only hypothesis is `hb : b ≠ 0`; at $b=0$ the matrix is already Hermitian and averaging changes nothing. In the proof, `hg` is the inequality $R>|a-d|$. Being below a minimum means being below both entries, so `lt_min_iff` leaves two linear inequalities, and `max_lt_iff` does the same for the upper level.

As an example, $a=0$, $d=3$, $b=4$ gives $R=5$. The levels 0 and 3 become $-1$ and 4.

## The size of the shift

Write $\delta=\lambda_+-\max(a,d)$. The formulas above give

$$\delta=\frac{R-|a-d|}{2}=\min(a,d)-\lambda_-,$$

so both levels move by the same amount. Moreover $\delta+|a-d|=\tfrac12(R+|a-d|)$, and therefore

$$\delta\,(\delta+|a-d|)=\frac{R^2-(a-d)^2}{4}=\frac{|b|^2}{4}.$$

```lean
/-- The distance `δ` from `max a d` up to `upperLevel` equals the distance from `lowerLevel` up to
`min a d`, and it satisfies `δ (δ + |a - d|) = |b|² / 4`. -/
theorem shift_size (a d : ℝ) (b : ℂ) :
    upperLevel a d b - max a d = min a d - lowerLevel a d b ∧
    (upperLevel a d b - max a d) * (upperLevel a d b - max a d + |a - d|) = ‖b‖ ^ 2 / 4 := by
  have hg : splitting a d b ^ 2 = (a - d) ^ 2 + ‖b‖ ^ 2 := Real.sq_sqrt (by positivity)
  unfold upperLevel lowerLevel
  rcases le_total a d with h | h
  · rw [max_eq_right h, min_eq_left h, abs_of_nonpos (by linarith)]
    exact ⟨by ring, by linear_combination hg / 4⟩
  · rw [max_eq_left h, min_eq_right h, abs_of_nonneg (by linarith)]
    exact ⟨by ring, by linear_combination hg / 4⟩
```

The proof treats $a\le d$ and $d\le a$ separately, which removes the maximum, the minimum and the absolute value. What remains is algebra with the square of the splitting, `hg`. No condition on $b$ is needed here.

The relation shows how the error depends on the gap when $b$ is held fixed. For $|b|\ll|a-d|$ the shift is approximately $|b|^2/(4|a-d|)$, of second order in the coupling. For $a=d$ it is $|b|/2$, of first order. At fixed $b$ the shift is therefore largest for closely spaced levels. In the relation for $B_{ij}$, however, the coupling is itself proportional to the gap. With $b=(a-d)s$ the shift becomes $\delta=\tfrac12|a-d|\,(\sqrt{1+|s|^2}-1)$, which for a given $s\neq0$ grows in proportion to the gap and vanishes at $a=d$.

## A positive overlap

Now consider $S$. It is Hermitian by inspection, and completing the square gives

$$
\begin{aligned}
x^\dagger Sx
&=|x_0|^2+s\,\bar x_0x_1+\bar s\,\bar x_1x_0+(1+|s|^2)|x_1|^2\\
&=|x_0+s\,x_1|^2+|x_1|^2.
\end{aligned}
$$

If $x_1\neq0$, the second term is positive. If $x_1=0$ and $x\neq0$, the first term equals $|x_0|^2>0$. So $S$ assigns every nonzero vector a positive squared norm, for every complex $s$.

```lean
/-- The overlap matrix is Hermitian and gives every nonzero vector a positive norm. -/
theorem overlap_pos (s : ℂ) :
    (overlap s).IsHermitian ∧
    ∀ x : Fin 2 → ℂ, x ≠ 0 → 0 < (star x ⬝ᵥ overlap s *ᵥ x).re := by
  constructor
  · unfold Matrix.IsHermitian
    ext i j
    fin_cases i <;> fin_cases j <;> simp [overlap]
    ring
  · intro x hx
    -- complete the square
    have key : star x ⬝ᵥ overlap s *ᵥ x =
        ((Complex.normSq (x 0 + s * x 1) + Complex.normSq (x 1) : ℝ) : ℂ) := by
      rw [Complex.ofReal_add, ← Complex.mul_conj, ← Complex.mul_conj]
      simp [overlap, Matrix.mulVec, dotProduct, Fin.sum_univ_two]
      ring
    rw [key, Complex.ofReal_re]
    by_cases h1 : x 1 = 0
    · have h0 : x 0 ≠ 0 := by
        intro h0
        apply hx
        funext i
        fin_cases i <;> simp [h0, h1]
      simp only [h1, mul_zero, add_zero, map_zero]
      exact Complex.normSq_pos.mpr h0
    · have h2 := Complex.normSq_pos.mpr h1
      have h3 := Complex.normSq_nonneg (x 0 + s * x 1)
      linarith
```

The product `⬝ᵥ` does not conjugate its left argument, so the code writes `star x` explicitly. The statement concerns the real part of $x^\dagger Sx$; the identity `key` shows that the whole expression is real. The case distinction on `x 1 = 0` is the one made above.

## Hermiticity with the reference levels intact

Suppose that

$$b=(a-d)\,s.$$

This is the model's version of the relation for $B_{ij}$: the off-diagonal element $M_{01}-\overline{M_{10}}=b$ of $M-M^\dagger$ equals an energy difference times a norm mismatch, and $s$ plays the role of $Q_{01}$. In a pseudopotential the relation follows from the radial equations of the reference states and from the matching of pseudo and all-electron functions at the cutoff radius; here it is a hypothesis. For $a\neq d$ it can always be met by choosing $s=b/(a-d)$, whereas for $a=d$ it forces $b=0$.

Multiplying out, we find

$$
\begin{aligned}
(SM)_{00}&=a, & (SM)_{01}&=b+sd=as,\\
(SM)_{10}&=a\bar s, & (SM)_{11}&=\bar s\,b+(1+|s|^2)d=d+a|s|^2.
\end{aligned}
$$

Since $a$ and $d$ are real, $SM$ is Hermitian. It belongs to the generalized eigenvalue problem

$$SMv=\mu\,Sv,\qquad v\neq0.$$

If $v$ solves this problem, the residual $r=Mv-\mu v$ satisfies $Sr=0$, so $r^\dagger Sr=0$, and positivity of $S$ gives $r=0$. Thus $\mu$ is a level of $M$. Conversely, applying $S$ to $Mv=\mu v$ gives the generalized equation. The generalized levels are therefore exactly $a$ and $d$.

```lean
/-- If the coupling obeys the generalized norm relation `b = (a - d) s`, then multiplying the
model matrix by the overlap matrix makes it Hermitian, and the resulting generalized eigenvalue
problem has exactly the levels `a` and `d`. -/
theorem overlap_restores_levels (a d : ℝ) (b s : ℂ) (hs : b = ((a : ℂ) - d) * s) :
    (overlap s * model a d b).IsHermitian ∧
    ∀ μ : ℂ, (∃ v : Fin 2 → ℂ, v ≠ 0 ∧
      (overlap s * model a d b) *ᵥ v = μ • (overlap s *ᵥ v)) ↔ μ = a ∨ μ = d := by
  constructor
  · have hP : overlap s * model a d b =
        !![(a : ℂ), a * s; a * star s, d + a * star s * s] := by
      rw [hs]
      ext i j
      fin_cases i <;> fin_cases j <;>
        simp [overlap, model, Matrix.mul_apply, Fin.sum_univ_two] <;> ring
    rw [hP]
    unfold Matrix.IsHermitian
    ext i j
    fin_cases i <;> fin_cases j <;> simp
    ring
  · intro μ
    rw [← model_levels a d b μ]
    constructor
    · rintro ⟨v, hv, h⟩
      refine ⟨v, hv, ?_⟩
      by_contra hne
      -- a nonzero residual would have zero norm in the overlap metric
      have hpos := (overlap_pos s).2 _ (sub_ne_zero.mpr hne)
      rw [Matrix.mulVec_sub, Matrix.mulVec_smul, Matrix.mulVec_mulVec, h, sub_self] at hpos
      simp at hpos
    · rintro ⟨v, hv, h⟩
      refine ⟨v, hv, ?_⟩
      rw [← Matrix.mulVec_mulVec, h, Matrix.mulVec_smul]

end

end UltrasoftSymmetrization
```

The hypothesis `hs` enters only the first half, where `hP` is the explicit product $SM$. The second half first replaces "$\mu=a$ or $\mu=d$" by "$\mu$ is a level of $M$", using `model_levels`. It then assumes a nonzero residual and obtains a contradiction from `overlap_pos`: the squared norm would be both positive and zero.

For pseudopotential construction, this two-level model illustrates the benefit of carrying a norm mismatch into an overlap operator: the problem becomes Hermitian without displacing the energies to which the potential was fitted. The model contains no radial functions, projectors or self-consistent screening, and it says nothing about scattering properties away from the reference energies. The direction and size of the shifts in an actual pseudopotential would have to be computed for that potential.

```lean
#print axioms UltrasoftSymmetrization.symmetrization_shifts_levels
#print axioms UltrasoftSymmetrization.shift_size
#print axioms UltrasoftSymmetrization.overlap_restores_levels
```

```
'UltrasoftSymmetrization.symmetrization_shifts_levels' depends on axioms: [propext, Classical.choice, Quot.sound]
'UltrasoftSymmetrization.shift_size' depends on axioms: [propext, Classical.choice, Quot.sound]
'UltrasoftSymmetrization.overlap_restores_levels' depends on axioms: [propext, Classical.choice, Quot.sound]
```
